# The overlap of two equal-exponent London s-Gaussians in a uniform magnetic field

Positions $r$, orbital centres $C,D$ and the magnetic field $B$ are vectors in $\mathbb R^3$, in atomic units. The vector potential is $A(r)=\tfrac12 B\times r$, with the gauge origin at the coordinate origin. A London orbital is a field-free orbital multiplied by the phase $e^{-iA(C)\cdot r}$, which carries it from the gauge with origin at its own centre $C$ to the common gauge $A$. For an s-Gaussian with exponent $a>0$ this gives

$$\chi_C(r)=N\exp\!\Big(-\tfrac i2 (B\times C)\cdot r-a|r-C|^2\Big),\qquad N=\Big(\frac{2a}{\pi}\Big)^{3/4}.$$

The overlap is $S(C,D)=\int \overline{\chi_C(r)}\,\chi_D(r)\,d^3r$. For a bond vector $R$ with the two centres at $\pm R/2$, the result is

$$S=\exp\!\Big(-\frac{a|R|^2}{2}-\frac{|B\times R|^2}{32a}\Big).$$

In Lean, vectors have type `Fin 3 → ℝ`, `⬝ᵥ` is the dot product and `⨯₃` the cross product. Squared lengths are written as dot products such as `R ⬝ᵥ R`, because the built-in norm on this type is the largest absolute value of a component and not the Euclidean length.

```lean
import Mathlib

open Matrix MeasureTheory
open scoped Real ComplexConjugate

noncomputable section

namespace LondonOverlap
```

The constant $N$, the orbital and the overlap integral over all space are transcribed directly. Both orbitals share the same $a$.

```lean
/-- The normalization constant `(2a/π)^(3/4)` of an s-Gaussian with exponent `a > 0`. -/
def normConst (a : ℝ) : ℝ := (2 * a / π) ^ (3 / 4 : ℝ)

/-- The London s-Gaussian with exponent `a > 0` centred at `C` in the uniform magnetic field `B`. -/
def london (a : ℝ) (B C r : Fin 3 → ℝ) : ℂ :=
  (normConst a : ℂ) * Complex.exp (-(Complex.I / 2) * (((B ⨯₃ C) ⬝ᵥ r : ℝ) : ℂ)
    - (a : ℂ) * (((r - C) ⬝ᵥ (r - C) : ℝ) : ℂ))

/-- The overlap integral of the London orbitals centred at `C` and `D`. -/
def overlap (a : ℝ) (B C D : Fin 3 → ℝ) : ℂ :=
  ∫ r : Fin 3 → ℝ, conj (london a B C r) * london a B D r
```

`bondOverlap` fixes the geometry: the first centre is $R/2$ and the second $-R/2$.

```lean
/-- The overlap of two London orbitals placed at the ends `R/2` and `-R/2` of a bond `R`. -/
def bondOverlap (a : ℝ) (B R : Fin 3 → ℝ) : ℂ :=
  overlap a B ((1 / 2 : ℝ) • R) (-((1 / 2 : ℝ) • R))
```

The last definition is the complex vector that multiplies $r$ in the exponent of $\overline{\chi_C}\chi_D$,

$$p=2a(C+D)+\tfrac i2\,B\times(C-D).$$

```lean
/-- The complex vector multiplying `r` in the exponent of the product of the conjugated London
orbital at `C` and the London orbital at `D`. -/
def pairVector (a : ℝ) (B C D : Fin 3 → ℝ) (i : Fin 3) : ℂ :=
  2 * (a : ℂ) * ((C i : ℂ) + (D i : ℂ)) + Complex.I / 2 * (((B ⨯₃ (C - D)) i : ℝ) : ℂ)
```

## A positive exponent makes the orbitals normalisable

The hypothesis `ha : 0 < a` says that the Gaussian decays, so that the orbital describes a localised electron. The first step by hand does not need it. Complex conjugation reverses the sign of the London phase of $\chi_C$, and expanding the squares gives

$$\overline{\chi_C}\chi_D=N^2e^{-a(|C|^2+|D|^2)}\exp\!\big(-2a|r|^2+p\cdot r\big).$$

The real part of $p$ comes from the two Gaussians. The imaginary part is the difference of the two London phases.

In Lean, `cross_coords` supplies the components of the cross product, and `london_product` is the displayed identity. Its step `hc` conjugates the exponent, and `hE` collects the sum of the exponents by powers of $r$, component by component.

```lean
/-- The Cartesian components of the cross product. -/
theorem cross_coords (u v : Fin 3 → ℝ) :
    (u ⨯₃ v) 0 = u 1 * v 2 - u 2 * v 1 ∧ (u ⨯₃ v) 1 = u 2 * v 0 - u 0 * v 2 ∧
      (u ⨯₃ v) 2 = u 0 * v 1 - u 1 * v 0 := by
  simp [cross_apply]

/-- Gaussian product rule in a magnetic field: the conjugate of one London orbital times another is
a constant times one Gaussian with a complex linear term in its exponent. -/
theorem london_product (a : ℝ) (B C D r : Fin 3 → ℝ) :
    conj (london a B C r) * london a B D r =
      ((normConst a : ℂ) * (normConst a : ℂ) *
        Complex.exp (-(a : ℂ) * ((C ⬝ᵥ C + D ⬝ᵥ D : ℝ) : ℂ))) *
      Complex.exp (-(2 * (a : ℂ)) * ∑ i, (r i : ℂ) ^ 2 + ∑ i, pairVector a B C D i * (r i : ℂ)) := by
  have hc : ∀ x y : ℝ, conj (-(Complex.I / 2) * (x : ℂ) - (a : ℂ) * (y : ℂ)) =
      Complex.I / 2 * (x : ℂ) - (a : ℂ) * (y : ℂ) := by
    intro x y
    simp only [map_sub, map_mul, map_neg, map_div₀, Complex.conj_I, Complex.conj_ofReal, map_ofNat]
    ring
  -- the exponents add up and are sorted by powers of `r`
  have hE : (Complex.I / 2 * (((B ⨯₃ C) ⬝ᵥ r : ℝ) : ℂ)
        - (a : ℂ) * (((r - C) ⬝ᵥ (r - C) : ℝ) : ℂ))
      + (-(Complex.I / 2) * (((B ⨯₃ D) ⬝ᵥ r : ℝ) : ℂ)
        - (a : ℂ) * (((r - D) ⬝ᵥ (r - D) : ℝ) : ℂ)) =
      -(a : ℂ) * ((C ⬝ᵥ C + D ⬝ᵥ D : ℝ) : ℂ) +
      (-(2 * (a : ℂ)) * ∑ i, (r i : ℂ) ^ 2 + ∑ i, pairVector a B C D i * (r i : ℂ)) := by
    simp only [pairVector, dotProduct, Fin.sum_univ_three, cross_coords, Pi.sub_apply]
    push_cast
    ring
  unfold london
  rw [map_mul, Complex.conj_ofReal, ← Complex.exp_conj, hc, mul_mul_mul_comm, ← Complex.exp_add,
    hE, Complex.exp_add, mul_assoc, mul_assoc, mul_assoc]
```

Positivity enters with the integral. In one dimension, completing the square and shifting the contour gives $\int e^{-bx^2+px}\,dx=\sqrt{\pi/b}\;e^{p^2/(4b)}$ for $\operatorname{Re} b>0$. With $b=2a$, the product over three directions is

$$\int e^{-2a|r|^2+p\cdot r}\,d^3r=\Big(\frac{\pi}{2a}\Big)^{3/2}e^{p\cdot p/(8a)},$$

where $p\cdot p=\sum_i p_i^2$ has no complex conjugation. The prefactors cancel, since $N^2=(2a/\pi)^{3/2}$. The theorem `normConst_cancel` proves this, using positivity of $2a/\pi$ to add the exponents $3/4+3/4$.

```lean
/-- The normalization constants cancel the value of the Gaussian integral. -/
theorem normConst_cancel {a : ℝ} (ha : 0 < a) :
    normConst a * normConst a * (π / (2 * a)) ^ (3 / 2 : ℝ) = 1 := by
  have hp : 0 < 2 * a / π := by positivity
  have hinv : π / (2 * a) = (2 * a / π)⁻¹ := (inv_div _ _).symm
  have he : (3 / 4 : ℝ) + 3 / 4 = 3 / 2 := by norm_num
  unfold normConst
  rw [← Real.rpow_add hp, he, hinv, Real.inv_rpow hp.le]
  exact mul_inv_cancel₀ (Real.rpow_pos_of_pos hp _).ne'
```

It remains to evaluate $p\cdot p$. The cross term contains

$$(C+D)\cdot\big(B\times(C-D)\big)=D\cdot(B\times C)-C\cdot(B\times D)=2(B\times C)\cdot D,$$

because the terms with a repeated vector vanish and the triple product is antisymmetric. Hence

$$p\cdot p=4a^2|C+D|^2+4ai\,(B\times C)\cdot D-\tfrac14|B\times(C-D)|^2.$$

Dividing by $8a$, adding $-a(|C|^2+|D|^2)$ and using $|C+D|^2=2(|C|^2+|D|^2)-|C-D|^2$ gives

$$S(C,D)=\exp\!\Big(-\frac{a|C-D|^2}{2}-\frac{|B\times(C-D)|^2}{32a}+\frac i2(B\times C)\cdot D\Big).$$

The theorem `overlap_eq` follows the same route. Its step `hb` provides the condition $\operatorname{Re}(2a)>0$ required by Mathlib's Gaussian integral, `hN` removes the prefactors, and `key` is the formula for $p\cdot p$. The closing `field_simp` and `ring` do the division by $8a$.

```lean
/-- The overlap of two London s-Gaussians at arbitrary centres: a zero-field Gaussian factor,
a magnetic damping factor and a phase. -/
theorem overlap_eq {a : ℝ} (ha : 0 < a) (B C D : Fin 3 → ℝ) :
    overlap a B C D = Complex.exp
      (((-(a * ((C - D) ⬝ᵥ (C - D)) / 2)
          - ((B ⨯₃ (C - D)) ⬝ᵥ (B ⨯₃ (C - D))) / (32 * a) : ℝ) : ℂ)
        + Complex.I / 2 * (((B ⨯₃ C) ⬝ᵥ D : ℝ) : ℂ)) := by
  have hb : 0 < (2 * (a : ℂ)).re := by simp [ha]
  have ha' : (a : ℂ) ≠ 0 := Complex.ofReal_ne_zero.mpr ha.ne'
  have hpow : ((π : ℂ) / (2 * (a : ℂ))) ^ ((Fintype.card (Fin 3) : ℂ) / 2) =
      (((π / (2 * a)) ^ (3 / 2 : ℝ) : ℝ) : ℂ) := by
    rw [Complex.ofReal_cpow (by positivity), Fintype.card_fin]
    push_cast
    rfl
  have hN : (normConst a : ℂ) * (normConst a : ℂ) *
      (((π / (2 * a)) ^ (3 / 2 : ℝ) : ℝ) : ℂ) = 1 := by
    rw [← Complex.ofReal_mul, ← Complex.ofReal_mul, normConst_cancel ha, Complex.ofReal_one]
  -- the square of the complex linear coefficient
  have hsq : ∀ p q : ℂ, (p + Complex.I / 2 * q) ^ 2 = p ^ 2 + Complex.I * p * q - q ^ 2 / 4 := by
    intro p q
    linear_combination (q ^ 2 / 4) * Complex.I_sq
  have key : ∑ i, pairVector a B C D i ^ 2 =
      4 * (a : ℂ) ^ 2 * ((2 * (C ⬝ᵥ C + D ⬝ᵥ D) - (C - D) ⬝ᵥ (C - D) : ℝ) : ℂ)
      + 4 * (a : ℂ) * Complex.I * (((B ⨯₃ C) ⬝ᵥ D : ℝ) : ℂ)
      - (((B ⨯₃ (C - D)) ⬝ᵥ (B ⨯₃ (C - D)) : ℝ) : ℂ) / 4 := by
    simp only [pairVector, hsq, dotProduct, Fin.sum_univ_three, cross_coords, Pi.sub_apply]
    push_cast
    ring
  unfold overlap
  simp_rw [london_product]
  rw [integral_const_mul, GaussianFourier.integral_cexp_neg_mul_sum_add hb, hpow,
    mul_mul_mul_comm, hN, one_mul, ← Complex.exp_add, key]
  congr 1
  push_cast
  field_simp
  ring
```

The magnetic factor has a simple reading. The two London phases differ by a plane wave with wave vector $\tfrac12B\times(C-D)$, and its oscillation averages down the product of the two Gaussians.

Setting $D=C$ removes every term in the exponent, so the orbital has norm one for any field and any centre. Normalisation is therefore proved from the explicit constant and not assumed.

```lean
/-- Each London s-Gaussian is normalized, whatever the field and the centre. -/
theorem overlap_self {a : ℝ} (ha : 0 < a) (B C : Fin 3 → ℝ) : overlap a B C C = 1 := by
  have h : (B ⨯₃ C) ⬝ᵥ C = 0 := by
    simp only [dotProduct, Fin.sum_univ_three, cross_coords]
    ring
  rw [overlap_eq ha, sub_self, h]
  simp
```

Without $a>0$ the Gaussian factor is constant or grows with distance, and no normalised orbital of this form exists.

## Centres at ±R/2 remove the phase

The symmetric placement is built into `bondOverlap` and is not a separate hypothesis. Physically, the bond midpoint sits at the coordinate origin. With $C=R/2$ and $D=-R/2$ we have $C-D=R$ and

$$(B\times C)\cdot D=-\tfrac14(B\times R)\cdot R=0,$$

so the general formula becomes real and positive. The proof of `bondOverlap_eq` establishes these two facts as `h1` and `h2` and substitutes them.

```lean
/-- For centres `±R/2` the overlap is the real number `exp(-a|R|²/2 - |B×R|²/(32a))`. -/
theorem bondOverlap_eq {a : ℝ} (ha : 0 < a) (B R : Fin 3 → ℝ) :
    bondOverlap a B R =
      (Real.exp (-(a * (R ⬝ᵥ R) / 2) - ((B ⨯₃ R) ⬝ᵥ (B ⨯₃ R)) / (32 * a)) : ℂ) := by
  have h1 : (1 / 2 : ℝ) • R - -((1 / 2 : ℝ) • R) = R := by module
  have h2 : (B ⨯₃ ((1 / 2 : ℝ) • R)) ⬝ᵥ (-((1 / 2 : ℝ) • R)) = 0 := by
    simp only [dotProduct, Fin.sum_univ_three, cross_coords, Pi.neg_apply, Pi.smul_apply,
      smul_eq_mul]
    ring
  unfold bondOverlap
  rw [overlap_eq ha, h1, h2, Complex.ofReal_zero, mul_zero, add_zero, Complex.ofReal_exp]
```

If the midpoint is moved to $M$, the general formula gives the extra factor $\exp(\tfrac i2(B\times R)\cdot M)$. The overlap is then complex in general, but its modulus is unchanged.

## A field along the bond, and a field with B × R ≠ 0

Let the field be $B=tR$ for a real number $t$, so that it points along the bond or vanishes. Then $B\times R=0$, the magnetic term disappears and the overlap keeps its zero-field value. This is all that the proof of `bondOverlap_parallel` uses.

```lean
/-- A field parallel to the bond leaves the overlap at its zero-field value. -/
theorem bondOverlap_parallel {a : ℝ} (ha : 0 < a) (t : ℝ) (R : Fin 3 → ℝ) :
    bondOverlap a (t • R) R = bondOverlap a 0 R := by
  have h : (t • R) ⨯₃ R = (0 : Fin 3 → ℝ) ⨯₃ R := by simp
  rw [bondOverlap_eq ha, bondOverlap_eq ha, h]
```

If the field is not of this form and $R\neq0$, then $B\times R\neq0$ and the overlap is strictly reduced. The next theorem makes this an equivalence:

$$|S(B)|<|S(0)|\iff B\times R\neq0.$$

By hand, the zero-field exponent is $-a|R|^2/2$, and the field subtracts $|B\times R|^2/(32a)$ from it. This is positive exactly when the cross product is nonzero, since $a>0$. Because the exponential is strictly increasing, the comparison of exponents settles the comparison of overlaps.

In Lean, `Real.exp_lt_exp` performs that reduction. One direction then substitutes $B\times R=0$ and reaches a number smaller than itself. The other uses that a vector whose dot product with itself is zero must be the zero vector.

```lean
/-- The field strictly reduces the overlap exactly when `B × R` does not vanish. -/
theorem bondOverlap_reduced_iff {a : ℝ} (ha : 0 < a) (B R : Fin 3 → ℝ) :
    ‖bondOverlap a B R‖ < ‖bondOverlap a 0 R‖ ↔ B ⨯₃ R ≠ 0 := by
  have h0 : (0 : Fin 3 → ℝ) ⨯₃ R = 0 := by simp
  rw [bondOverlap_eq ha, bondOverlap_eq ha, Complex.norm_real, Complex.norm_real,
    Real.norm_of_nonneg (Real.exp_pos _).le, Real.norm_of_nonneg (Real.exp_pos _).le,
    Real.exp_lt_exp, h0, zero_dotProduct, zero_div, sub_zero]
  constructor
  · intro h hz
    rw [hz, zero_dotProduct, zero_div, sub_zero] at h
    exact lt_irrefl _ h
  · intro h
    have hnn : 0 ≤ (B ⨯₃ R) ⬝ᵥ (B ⨯₃ R) := Finset.sum_nonneg fun i _ => mul_self_nonneg _
    have hQ := lt_of_le_of_ne hnn (Ne.symm (mt dotProduct_self_eq_zero.mp h))
    have := div_pos hQ (show 0 < 32 * a by positivity)
    linarith
```

The condition $B\times R\neq0$ includes $B\neq0$ and $R\neq0$. When the centres coincide, the overlap is one in every field and there is nothing to reduce.

## Perpendicular direction and equal strength select the smallest overlap

The last theorem compares a field $P$ with a field $B$ under two hypotheses. The first, `hperp : P ⬝ᵥ R = 0`, says that $P$ is perpendicular to the bond. The second, `hB : P ⬝ᵥ P = B ⬝ᵥ B`, says that the two fields are equally strong, as when a molecule is turned in a magnet of fixed strength.

Both enter through Lagrange's identity, $|u\times R|^2=|u|^2|R|^2-(u\cdot R)^2$. Perpendicularity removes the last term for $u=P$, and equal strength lets $|P|^2$ be replaced by $|B|^2$:

$$|P\times R|^2=|B|^2|R|^2=|B\times R|^2+(B\cdot R)^2 .$$

The damping exponent for $P$ is therefore larger than that for $B$ by $(B\cdot R)^2/(32a)$, which is never negative. So $P$ gives the smallest overlap at this strength, and $B$ gives the same value exactly when $B\cdot R=0$.

In the proof, `hL` is Lagrange's identity and `hp` is the nonnegativity of the difference. The rewriting passes from overlaps to exponents and inserts `hperp` and `hB`. The inequality and both directions of the equality statement are then short arguments about $(B\cdot R)^2/(32a)$.

```lean
/-- Among fields of equal strength, one perpendicular to the bond gives the smallest overlap, and
another field gives the same value exactly when it is perpendicular to the bond too. -/
theorem bondOverlap_perpendicular_min {a : ℝ} (ha : 0 < a) (B P R : Fin 3 → ℝ)
    (hperp : P ⬝ᵥ R = 0) (hB : P ⬝ᵥ P = B ⬝ᵥ B) :
    ‖bondOverlap a P R‖ ≤ ‖bondOverlap a B R‖ ∧
      (‖bondOverlap a P R‖ = ‖bondOverlap a B R‖ ↔ B ⬝ᵥ R = 0) := by
  -- Lagrange's identity for the squared cross product
  have hL : ∀ u : Fin 3 → ℝ,
      (u ⨯₃ R) ⬝ᵥ (u ⨯₃ R) = (u ⬝ᵥ u) * (R ⬝ᵥ R) - (u ⬝ᵥ R) ^ 2 := by
    intro u
    simp only [dotProduct, Fin.sum_univ_three, cross_coords]
    ring
  have hp : 0 ≤ (B ⬝ᵥ R) ^ 2 / (32 * a) := by positivity
  rw [bondOverlap_eq ha, bondOverlap_eq ha, Complex.norm_real, Complex.norm_real,
    Real.norm_of_nonneg (Real.exp_pos _).le, Real.norm_of_nonneg (Real.exp_pos _).le,
    Real.exp_le_exp, Real.exp_eq_exp, hL P, hL B, hperp, hB, zero_pow two_ne_zero, sub_zero,
    sub_div]
  refine ⟨by linarith, fun h => ?_, fun h => ?_⟩
  · by_contra hne
    have : 0 < (B ⬝ᵥ R) ^ 2 / (32 * a) := by positivity
    linarith
  · rw [h]
    ring

end LondonOverlap
```

Without `hperp`, $P$ could be a nonzero field along a nonzero bond. It would then leave the overlap undamped, while a perpendicular $B$ of the same strength reduces it. Without `hB`, $P$ could be zero, which is perpendicular to every bond in the sense of the dot product but damps nothing. For $R=0$ the theorem still holds, with equality for every $B$.

```lean
#print axioms LondonOverlap.overlap_eq
#print axioms LondonOverlap.bondOverlap_parallel
#print axioms LondonOverlap.bondOverlap_reduced_iff
#print axioms LondonOverlap.bondOverlap_perpendicular_min
```

```
'LondonOverlap.overlap_eq' depends on axioms: [propext, Classical.choice, Quot.sound]
'LondonOverlap.bondOverlap_parallel' depends on axioms: [propext, Classical.choice, Quot.sound]
'LondonOverlap.bondOverlap_reduced_iff' depends on axioms: [propext, Classical.choice, Quot.sound]
'LondonOverlap.bondOverlap_perpendicular_min' depends on axioms: [propext, Classical.choice, Quot.sound]
```

## What the formula says about integral codes

The theorems concern one ingredient of electronic-structure models in a magnetic field, the overlap of two fixed s-functions with equal exponents, and contain no Hamiltonian, energy or electron interaction. They do not treat unequal exponents or higher angular momentum either.

The gauge origin could have been an explicit parameter $O$, with $B\times(C-O)$ in place of $B\times C$ in the orbital phase. Every orbital would gain the same phase factor $e^{\frac i2(B\times O)\cdot r}$, which cancels in $\overline{\chi_C}\chi_D$. All overlaps would stay the same.

In an integral code for London orbitals, completing the square appears as a Gaussian product centre that has become complex:

$$\frac{p}{4a}=\frac{C+D}{2}+\frac{i}{8a}\,B\times(C-D).$$

For a numerical comparison, take $a=1$, a bond of length 1 centred at the origin, and a perpendicular field of strength 1, all in atomic units. The formula gives $S=e^{-17/32}\approx0.588$, against $e^{-1/2}\approx0.607$ without the field. A code that omits the London phases returns the second number for every field direction.
